# In linearised Thomas-Fermi theory, a point charge Q whose potential vanishes at infinity induces a total charge of exactly −Q

If the electron cloud around a charged impurity fell even slightly short of the opposite charge, a Coulomb tail would survive at large distance, and the impurity's total scattering cross-section would diverge. Linearised Thomas-Fermi theory says that this doesn't happen: in Gaussian units the potential of a point charge $Q$ becomes $Q e^{-\kappa r}/r$, where $1/\kappa$ is the screening length, and the induced charge is exactly $-Q$. I'd like to see this made rigorous and machine-checked in Lean, including conditions at the origin and at infinity that together single out this solution. How does it go?

## From the screened Poisson equation to a cloud of charge −Q

Let $\phi(r)$ be the radial potential in Gaussian units, and let $\kappa>0$ be the inverse screening length. The electrons respond locally and linearly, with induced charge density $-\kappa^2\phi/(4\pi)$. Poisson's equation away from the point charge is then

$$\phi''+\frac{2}{r}\phi'=\kappa^2\phi,\qquad r>0.$$

Put $u=r\phi$. Then $u'=\phi+r\phi'$ and $u''=2\phi'+r\phi''=\kappa^2u$. Two combinations are constant:

$$a=(u'+\kappa u)e^{-\kappa r},\qquad b=(u'-\kappa u)e^{\kappa r},$$

because $a'=(u''-\kappa^2u)e^{-\kappa r}=0$ and $b'=(u''-\kappa^2u)e^{\kappa r}=0$. Solving each for its bracket and subtracting gives $2\kappa u=a e^{\kappa r}-b e^{-\kappa r}$, so

$$u=Ae^{\kappa r}+Be^{-\kappa r},\qquad A=\frac{a}{2\kappa},\quad B=-\frac{b}{2\kappa}.$$

Now $u e^{-\kappa r}=A+Be^{-2\kappa r}\to A$ at large $r$. If $|u|\le M$, the left side is at most $Me^{-\kappa r}$ in size and tends to zero. If instead $\phi\to0$, it equals $\phi\cdot re^{-\kappa r}$ and again tends to zero. Either way $A=0$, and $u\to Q$ at the origin gives $B=Q$.

The induced charge per unit radius is

$$4\pi r^2\left(-\frac{\kappa^2\phi}{4\pi}\right)=-\kappa^2 r\,u=-Q\kappa^2re^{-\kappa r}.$$

Since $\frac{d}{dr}\left[-(1+\kappa r)e^{-\kappa r}\right]=\kappa^2re^{-\kappa r}$, the cloud within radius $R$ carries $-Q\left[1-(1+\kappa R)e^{-\kappa R}\right]$. Adding the point charge leaves

$$Q(1+\kappa R)e^{-\kappa R},$$

which vanishes as $R\to\infty$, so the whole cloud carries $-Q$.

For example, take $Q=1$ and $\kappa=2$ in inverse length units. Within $R=1$ the net charge is $3e^{-2}\approx0.406$, so the cloud there holds about $-0.594$. Within $R=2.5$ the net charge is $6e^{-5}\approx0.040$.

## What the Lean theorems assume and conclude

`SolvesReduced κ u u'` says that, at every $r>0$, `u'` is the derivative of `u` and $\kappa^2u$ is the derivative of `u'`. `SolvesScreenedPoisson κ φ φ'` does the same for the equation of $\phi$. The potential `yukawa κ Q` is $Qe^{-\kappa r}/r$, and `shellCharge κ φ` is the induced charge per unit radius. $Q$ is any real number, of either sign or zero. The screening theorems assume $\kappa>0$: at $\kappa=0$ the bare potential $Q/r$ meets the same conditions and induces no charge.

There are two versions of perfect screening:

- `bounded_perfect_screening` takes a solution $u$ bounded on $[0,\infty)$ with $u(0)=Q$. Continuity from the right at the origin, `ContinuousWithinAt u (Ici 0) 0`, ties that value to the solution; no derivative is needed there. It concludes that $u=Qe^{-\kappa r}$ for $r\ge0$ and that $-\kappa^2ru$ integrates to $-Q$.
- `thomasFermi_perfect_screening` works with the potential. It assumes $r\phi\to Q$ as $r\to0^+$, which is the point charge, and $\phi\to0$ at infinity. Boundedness of $r\phi$ is not assumed.

Both also conclude that the charge profile is integrable, which matters because Mathlib assigns the value 0 to the integral of a non-integrable function. `yukawa_charge` contains the enclosed-charge formula, and `yukawa_witness` shows that for every $\kappa>0$ and $Q$ the Yukawa potential satisfies the equation and both boundary conditions.

The linear local response, the radial symmetry and the value of $\kappa$ are inputs. Physically, $\kappa^2=4\pi e^2\,\partial n/\partial\mu$, where $e$ is for once the elementary charge, measures how readily the electron density $n$ follows the chemical potential $\mu$. The nonlinear Thomas-Fermi equation is not treated, nor are the Friedel oscillations of a quantum electron gas.

Within this static, linearised model, the enclosed-charge formula gives an exact reference for a numerical radial Poisson solver and gives the net charge that the solution on the infinite domain has inside any finite radius.

```lean
import Mathlib

open Filter Topology MeasureTheory Set

namespace ThomasFermiScreening

noncomputable section

/-- The reduced screening equation `u'' = κ² u` on `r > 0`, with `u'` the derivative of `u`. -/
def SolvesReduced (κ : ℝ) (u u' : ℝ → ℝ) : Prop :=
  ∀ r, 0 < r → HasDerivAt u (u' r) r ∧ HasDerivAt u' (κ ^ 2 * u r) r

/-- The linearised Thomas-Fermi equation `φ'' + (2/r) φ' = κ² φ` for a radial potential
on `r > 0`, with `φ'` the derivative of `φ`. -/
def SolvesScreenedPoisson (κ : ℝ) (φ φ' : ℝ → ℝ) : Prop :=
  ∀ r, 0 < r → HasDerivAt φ (φ' r) r ∧ HasDerivAt φ' (κ ^ 2 * φ r - 2 / r * φ' r) r

/-- The screened Coulomb (Yukawa) potential of a charge `Q`. -/
def yukawa (κ Q r : ℝ) : ℝ := Q * Real.exp (-κ * r) / r

/-- The induced charge per unit radius: `4π r²` times the induced density `-κ² φ / (4π)`. -/
def shellCharge (κ : ℝ) (φ : ℝ → ℝ) (r : ℝ) : ℝ :=
  4 * Real.pi * r ^ 2 * (-κ ^ 2 / (4 * Real.pi) * φ r)

/-- The derivative of the exponential profile `exp (c r)` is `c exp (c r)`. -/
theorem hasDerivAt_exp_mul (c r : ℝ) :
    HasDerivAt (fun x : ℝ => Real.exp (c * x)) (c * Real.exp (c * r)) r := by
  have h : HasDerivAt (fun x : ℝ => c * x) c r := by
    simpa using (hasDerivAt_id' r).const_mul c
  exact h.exp.congr_deriv (by ring)

/-- For `κ > 0` both `exp (-κ r)` and `κ r exp (-κ r)` vanish at large distance. -/
theorem decay_limits {κ : ℝ} (hκ : 0 < κ) :
    Tendsto (fun r : ℝ => Real.exp (-κ * r)) atTop (𝓝 0) ∧
      Tendsto (fun r : ℝ => κ * r * Real.exp (-κ * r)) atTop (𝓝 0) := by
  constructor
  · exact Real.tendsto_exp_atBot.comp
      (tendsto_id.const_mul_atTop_of_neg (neg_lt_zero.2 hκ))
  · have h := (Real.tendsto_pow_mul_exp_neg_atTop_nhds_zero 1).comp
      (tendsto_id.const_mul_atTop hκ)
    refine h.congr fun r => ?_
    simp [Function.comp]

/-- For `κ > 0`, every solution of the reduced equation is, on `r > 0`, a linear combination of `exp
(κ r)` and `exp (-κ r)`. -/
theorem reduced_general_solution {κ : ℝ} (hκ : 0 < κ) {u u' : ℝ → ℝ}
    (h : SolvesReduced κ u u') :
    ∃ A B : ℝ, ∀ r, 0 < r → u r = A * Real.exp (κ * r) + B * Real.exp (-κ * r) := by
  -- a function with zero derivative on the half-line is constant there
  have const : ∀ f : ℝ → ℝ, (∀ r, 0 < r → HasDerivAt f 0 r) → ∀ r, 0 < r → f r = f 1 := by
    intro f hf r hr
    have key : ∀ a b, 0 < a → a ≤ b → f b = f a := fun a b ha hab =>
      constant_of_has_deriv_right_zero
        (fun x hx => (hf x (lt_of_lt_of_le ha hx.1)).continuousAt.continuousWithinAt)
        (fun x hx => (hf x (lt_of_lt_of_le ha hx.1)).hasDerivWithinAt) b ⟨hab, le_rfl⟩
    rcases le_total r 1 with h1 | h1
    · exact (key r 1 hr h1).symm
    · exact key 1 r one_pos h1
  -- the two first integrals of the equation
  have ha := const (fun x => (u' x + κ * u x) * Real.exp (-κ * x)) fun r hr =>
    (((h r hr).2.fun_add ((h r hr).1.const_mul κ)).fun_mul
      (hasDerivAt_exp_mul (-κ) r)).congr_deriv (by ring)
  have hb := const (fun x => (u' x - κ * u x) * Real.exp (κ * x)) fun r hr =>
    (((h r hr).2.fun_sub ((h r hr).1.const_mul κ)).fun_mul
      (hasDerivAt_exp_mul κ r)).congr_deriv (by ring)
  refine ⟨(u' 1 + κ * u 1) * Real.exp (-κ * 1) / (2 * κ),
    -((u' 1 - κ * u 1) * Real.exp (κ * 1)) / (2 * κ), fun r hr => ?_⟩
  have h1 : (u' r + κ * u r) * Real.exp (-κ * r)
      = (u' 1 + κ * u 1) * Real.exp (-κ * 1) := ha r hr
  have h2 : (u' r - κ * u r) * Real.exp (κ * r)
      = (u' 1 - κ * u 1) * Real.exp (κ * 1) := hb r hr
  have he : Real.exp (-κ * r) * Real.exp (κ * r) = 1 := by
    rw [← Real.exp_add, show -κ * r + κ * r = 0 by ring, Real.exp_zero]
  have hk : κ * κ⁻¹ = 1 := mul_inv_cancel₀ hκ.ne'
  rw [← h1, ← h2]
  linear_combination (-(u r) * (Real.exp (-κ * r) * Real.exp (κ * r))) * hk - u r * he

/-- A solution that grows more slowly than `exp (κ r)` and tends to `Q` at the origin
is `Q exp (-κ r)`. -/
theorem reduced_unique {κ Q : ℝ} (hκ : 0 < κ) {u u' : ℝ → ℝ} (h : SolvesReduced κ u u')
    (h0 : Tendsto u (𝓝[>] 0) (𝓝 Q))
    (hgrow : Tendsto (fun r => u r * Real.exp (-κ * r)) atTop (𝓝 0)) :
    ∀ r, 0 < r → u r = Q * Real.exp (-κ * r) := by
  obtain ⟨A, B, hAB⟩ := reduced_general_solution hκ h
  have hE := (decay_limits hκ).1
  -- the growth condition removes the growing exponential
  have hlim := ((hE.mul hE).const_mul B).const_add A
  rw [show A + B * (0 * 0) = A by ring] at hlim
  have hA : A = 0 := by
    refine tendsto_nhds_unique hlim (hgrow.congr' ?_)
    filter_upwards [eventually_gt_atTop 0] with r hr
    have he : Real.exp (-κ * r) * Real.exp (κ * r) = 1 := by
      rw [← Real.exp_add, show -κ * r + κ * r = 0 by ring, Real.exp_zero]
    rw [hAB r hr]
    linear_combination A * he
  -- the value at the origin fixes the remaining amplitude
  have hc : Tendsto (fun r : ℝ => B * Real.exp (-κ * r)) (𝓝[>] 0) (𝓝 B) := by
    have h1 : Continuous fun r : ℝ => B * Real.exp (-κ * r) := by fun_prop
    simpa using (h1.tendsto 0).mono_left (nhdsWithin_le_nhds (s := Ioi 0))
  have hB : Q = B := by
    refine tendsto_nhds_unique h0 (hc.congr' ?_)
    filter_upwards [self_mem_nhdsWithin] with r hr
    rw [hAB r hr, hA]
    ring
  intro r hr
  rw [hAB r hr, hA, hB]
  ring

/-- The charge per unit radius induced by the Yukawa potential is `-Q κ² r exp (-κ r)`. -/
theorem shellCharge_yukawa (κ Q r : ℝ) :
    shellCharge κ (yukawa κ Q) r = -Q * (κ ^ 2 * r * Real.exp (-κ * r)) := by
  unfold shellCharge yukawa
  by_cases hr : r = 0
  · subst hr
    simp
  · have hp : Real.pi ≠ 0 := Real.pi_ne_zero
    generalize Real.exp (-κ * r) = e
    field_simp

/-- For the Yukawa potential the point charge and the cloud within radius `R` add up to
`Q (1 + κ R) exp (-κ R)`, and the whole cloud carries the charge `-Q`. -/
theorem yukawa_charge {κ : ℝ} (hκ : 0 < κ) (Q : ℝ) :
    (∀ R : ℝ, Q + ∫ r in (0 : ℝ)..R, shellCharge κ (yukawa κ Q) r
        = Q * ((1 + κ * R) * Real.exp (-κ * R))) ∧
      IntegrableOn (shellCharge κ (yukawa κ Q)) (Ioi 0) ∧
      ∫ r in Ioi (0 : ℝ), shellCharge κ (yukawa κ Q) r = -Q := by
  have hfun : shellCharge κ (yukawa κ Q)
      = fun r => -Q * (κ ^ 2 * r * Real.exp (-κ * r)) := funext (shellCharge_yukawa κ Q)
  have e0 : Real.exp (-κ * 0) = 1 := by simp
  -- an explicit antiderivative of the cloud profile
  have hd : ∀ r : ℝ, HasDerivAt (fun x : ℝ => -((1 + κ * x) * Real.exp (-κ * x)))
      (κ ^ 2 * r * Real.exp (-κ * r)) r := by
    intro r
    have h : HasDerivAt (fun x : ℝ => 1 + κ * x) κ r := by
      simpa using ((hasDerivAt_id' r).const_mul κ).const_add 1
    exact (h.fun_mul (hasDerivAt_exp_mul (-κ) r)).fun_neg.congr_deriv (by ring)
  have hl : Tendsto (fun x : ℝ => -((1 + κ * x) * Real.exp (-κ * x))) atTop (𝓝 0) := by
    have h := ((decay_limits hκ).1.add (decay_limits hκ).2).neg
    rw [add_zero, neg_zero] at h
    exact h.congr fun r => by ring
  have hpos : ∀ x ∈ Ioi (0 : ℝ), 0 ≤ κ ^ 2 * x * Real.exp (-κ * x) := by
    intro x hx
    have hx' : 0 < x := hx
    positivity
  rw [hfun]
  refine ⟨fun R => ?_, ?_, ?_⟩
  · have hI : ∫ x in (0 : ℝ)..R, κ ^ 2 * x * Real.exp (-κ * x)
        = -((1 + κ * R) * Real.exp (-κ * R)) - -((1 + κ * 0) * Real.exp (-κ * 0)) :=
      intervalIntegral.integral_eq_sub_of_hasDerivAt (fun x _ => hd x)
        (Continuous.intervalIntegrable (by fun_prop) _ _)
    rw [intervalIntegral.integral_const_mul, hI, e0]
    ring
  · exact Integrable.const_mul
      (integrableOn_Ioi_deriv_of_nonneg' (fun x _ => hd x) hpos hl) (-Q)
  · have hI : ∫ x in Ioi (0 : ℝ), κ ^ 2 * x * Real.exp (-κ * x)
        = 0 - -((1 + κ * 0) * Real.exp (-κ * 0)) :=
      integral_Ioi_of_hasDerivAt_of_nonneg' (fun x _ => hd x) hpos hl
    rw [integral_const_mul, hI, e0]
    ring

/-- For `κ > 0`, a bounded solution of `u'' = κ² u` on `r > 0` that is continuous from the right at
the origin, with `u(0) = Q`, is `Q exp (-κ r)` for `r ≥ 0`, and the induced charge, the integral of
`-κ² r u(r)`, is exactly `-Q`. -/
theorem bounded_perfect_screening {κ Q M : ℝ} (hκ : 0 < κ) {u u' : ℝ → ℝ}
    (h : SolvesReduced κ u u') (hcont : ContinuousWithinAt u (Ici 0) 0) (h0 : u 0 = Q)
    (hM : ∀ r, 0 ≤ r → |u r| ≤ M) :
    (∀ r, 0 ≤ r → u r = Q * Real.exp (-κ * r)) ∧
      IntegrableOn (fun r => -κ ^ 2 * r * u r) (Ioi 0) ∧
      ∫ r in Ioi (0 : ℝ), -κ ^ 2 * r * u r = -Q := by
  have hlim : Tendsto u (𝓝[>] 0) (𝓝 Q) := by
    rw [← h0]
    exact hcont.mono Ioi_subset_Ici_self
  have hgrow : Tendsto (fun r => u r * Real.exp (-κ * r)) atTop (𝓝 0) := by
    have hb := (decay_limits hκ).1.const_mul M
    rw [mul_zero] at hb
    refine squeeze_zero_norm' ?_ hb
    filter_upwards [eventually_gt_atTop 0] with r hr
    rw [norm_mul, Real.norm_eq_abs, Real.norm_eq_abs, Real.abs_exp]
    exact mul_le_mul_of_nonneg_right (hM r hr.le) (Real.exp_pos _).le
  have hu := reduced_unique hκ h hlim hgrow
  have heq : EqOn (shellCharge κ (yukawa κ Q)) (fun r => -κ ^ 2 * r * u r) (Ioi 0) := by
    intro r hr
    simp only [shellCharge_yukawa, hu r hr]
    ring
  obtain ⟨-, hint, htot⟩ := yukawa_charge hκ Q
  refine ⟨fun r hr => ?_, hint.congr_fun heq measurableSet_Ioi, ?_⟩
  · rcases hr.eq_or_lt with h1 | h1
    · rw [← h1, h0]
      simp
    · exact hu r h1
  · rw [← setIntegral_congr_fun measurableSet_Ioi heq, htot]

/-- Perfect screening: a potential that solves the linearised Thomas-Fermi equation, behaves
as `Q / r` at the origin and vanishes at infinity is the Yukawa potential, and the total
induced charge is `-Q`. -/
theorem thomasFermi_perfect_screening {κ Q : ℝ} (hκ : 0 < κ) {φ φ' : ℝ → ℝ}
    (h : SolvesScreenedPoisson κ φ φ')
    (h0 : Tendsto (fun r => r * φ r) (𝓝[>] 0) (𝓝 Q)) (hinf : Tendsto φ atTop (𝓝 0)) :
    (∀ r, 0 < r → φ r = yukawa κ Q r) ∧
      IntegrableOn (shellCharge κ φ) (Ioi 0) ∧
      ∫ r in Ioi (0 : ℝ), shellCharge κ φ r = -Q := by
  -- `u = r φ` solves the reduced equation
  have hred : SolvesReduced κ (fun r => r * φ r) (fun r => φ r + r * φ' r) := by
    intro r hr
    obtain ⟨h1, h2⟩ := h r hr
    have hrr : r * (2 / r) = 2 := by field_simp
    exact ⟨((hasDerivAt_id' r).fun_mul h1).congr_deriv (by ring),
      (h1.fun_add ((hasDerivAt_id' r).fun_mul h2)).congr_deriv
        (by linear_combination (-φ' r) * hrr)⟩
  have hgrow : Tendsto (fun r => r * φ r * Real.exp (-κ * r)) atTop (𝓝 0) := by
    have hb := hinf.mul ((decay_limits hκ).2.const_mul κ⁻¹)
    rw [mul_zero, mul_zero] at hb
    have hk : κ⁻¹ * κ = 1 := inv_mul_cancel₀ hκ.ne'
    exact hb.congr fun r => by
      linear_combination (φ r * r * Real.exp (-κ * r)) * hk
  have hφ : ∀ r, 0 < r → φ r = yukawa κ Q r := by
    intro r hr
    have h1 : r * φ r = Q * Real.exp (-κ * r) := reduced_unique hκ hred h0 hgrow r hr
    rw [yukawa, eq_div_iff hr.ne', ← h1]
    ring
  have heq : EqOn (shellCharge κ (yukawa κ Q)) (shellCharge κ φ) (Ioi 0) := by
    intro r hr
    simp only [shellCharge, hφ r hr]
  obtain ⟨-, hint, htot⟩ := yukawa_charge hκ Q
  exact ⟨hφ, hint.congr_fun heq measurableSet_Ioi,
    by rw [← setIntegral_congr_fun measurableSet_Ioi heq, htot]⟩

/-- Conversely, the Yukawa potential solves the linearised Thomas-Fermi equation, behaves as
`Q / r` at the origin and vanishes at infinity. -/
theorem yukawa_witness {κ : ℝ} (hκ : 0 < κ) (Q : ℝ) :
    SolvesScreenedPoisson κ (yukawa κ Q)
        (fun r => -Q * ((1 + κ * r) * Real.exp (-κ * r)) / r ^ 2) ∧
      Tendsto (fun r => r * yukawa κ Q r) (𝓝[>] 0) (𝓝 Q) ∧
      Tendsto (yukawa κ Q) atTop (𝓝 0) := by
  refine ⟨fun r hr => ⟨?_, ?_⟩, ?_, ?_⟩
  · have hr0 : r ≠ 0 := hr.ne'
    refine (((hasDerivAt_exp_mul (-κ) r).const_mul Q).fun_div
      (hasDerivAt_id' r) hr0).congr_deriv ?_
    ring
  · have hr0 : r ≠ 0 := hr.ne'
    have hl : HasDerivAt (fun x : ℝ => 1 + κ * x) κ r := by
      simpa using ((hasDerivAt_id' r).const_mul κ).const_add 1
    have hsq : HasDerivAt (fun x : ℝ => x ^ 2) (2 * r) r := by
      simpa using hasDerivAt_pow 2 r
    refine (((hl.fun_mul (hasDerivAt_exp_mul (-κ) r)).const_mul (-Q)).fun_div
      hsq (pow_ne_zero 2 hr0)).congr_deriv ?_
    simp only [yukawa]
    generalize Real.exp (-κ * r) = e
    field_simp
    ring
  · have h1 : Continuous fun r : ℝ => Q * Real.exp (-κ * r) := by fun_prop
    have hc : Tendsto (fun r : ℝ => Q * Real.exp (-κ * r)) (𝓝[>] 0) (𝓝 Q) := by
      simpa using (h1.tendsto 0).mono_left (nhdsWithin_le_nhds (s := Ioi 0))
    refine hc.congr' ?_
    filter_upwards [self_mem_nhdsWithin] with r hr
    have hr0 : r ≠ 0 := ne_of_gt hr
    unfold yukawa
    generalize Real.exp (-κ * r) = e
    field_simp
  · exact ((decay_limits hκ).1.const_mul Q).div_atTop tendsto_id

end

end ThomasFermiScreening
```

```lean
#print axioms ThomasFermiScreening.bounded_perfect_screening
#print axioms ThomasFermiScreening.thomasFermi_perfect_screening
```

```
'ThomasFermiScreening.bounded_perfect_screening' depends on axioms: [propext, Classical.choice, Quot.sound]
'ThomasFermiScreening.thomasFermi_perfect_screening' depends on axioms: [propext, Classical.choice, Quot.sound]
```

## How the proof follows the calculation

`hasDerivAt_exp_mul` differentiates $e^{cr}$, and `decay_limits` supplies $e^{-\kappa r}\to0$ and $\kappa re^{-\kappa r}\to0$.

`reduced_general_solution` first shows, in the local step `const`, that a function with zero derivative on $r>0$ equals its value at $r=1$. Applied to the two combinations above, this gives `ha` and `hb`, with $a$ and $b$ evaluated at $r=1$. The final `linear_combination` is the subtraction that isolates $u$, using $e^{-\kappa r}e^{\kappa r}=1$ and $\kappa\kappa^{-1}=1$.

`reduced_unique` uses uniqueness of limits twice: at infinity to get $A=0$, and at the origin to get $B=Q$. Its growth hypothesis is $ue^{-\kappa r}\to0$, so it serves both versions.

`shellCharge_yukawa` simplifies the charge profile. `yukawa_charge` then checks the antiderivative and applies the fundamental theorem of calculus on $[0,R]$ and on the half-line. The half-line lemma used here assumes a nonnegative integrand, so the factor $-Q$ is taken outside first.

In `bounded_perfect_screening`, the growth condition comes from squeezing $|ue^{-\kappa r}|$ below $Me^{-\kappa r}$. In `thomasFermi_perfect_screening`, `hred` is the product-rule calculation for $u=r\phi$, and `hgrow` writes $ue^{-\kappa r}$ as $\phi$ times a decaying factor. Both then identify their charge profile with the Yukawa one on $r>0$ and carry over its integral.

`yukawa_witness` runs the other way: it differentiates the Yukawa potential twice by the quotient rule, with $\phi'=-Q(1+\kappa r)e^{-\kappa r}/r^2$, and checks the two limits.
